# Screening on two sites can raise the intersite interaction from zero to a third of the bare on-site value

The lemma concerns a static interaction on two sites, given by the matrix `(v⁻¹ + P)⁻¹`, where `v` is the bare interaction and the medium has polarization `-P`. Here `v` is the identity, so the bare interaction is one on each site and zero between them. The lemma states that the matrix `D = !![1, -1; -1, 1]` is positive semidefinite, that the intersite entry is 0 when `P = 0`, and that it is 1/3 when `P = D`. The attempt proves the first part by writing `D` as the conjugate transpose of the row `(1, -1)` times that row, and the second by simplification. For the third it gives the inverse of `1 + D` explicitly and checks the product entry by entry.

Lean 4 with Mathlib refuses this proof:

```lean
import Mathlib

open Matrix
open scoped ComplexOrder MatrixOrder

namespace IntersiteCanIncrease

noncomputable section

variable {n : Type*} [Fintype n] [DecidableEq n]

/-- The static interaction `(v⁻¹ + P)⁻¹` obtained from the bare interaction `v` when the medium
has polarization `-P`; its domain is `v` and `v⁻¹ + P` both invertible. -/
def screened (v P : Matrix n n ℂ) : Matrix n n ℂ := (v⁻¹ + P)⁻¹

/-- Two sites with unit on-site bare interaction, no rest screening and the positive semidefinite
target matrix `D = !![1, -1; -1, 1]`: target screening raises the intersite interaction from `0`
to `1/3`. -/
theorem intersite_can_increase :
    (!![1, -1; -1, 1] : Matrix (Fin 2) (Fin 2) ℂ).PosSemidef ∧
      screened (1 : Matrix (Fin 2) (Fin 2) ℂ) 0 0 1 = 0 ∧
      screened (1 : Matrix (Fin 2) (Fin 2) ℂ) !![1, -1; -1, 1] 0 1 = 1 / 3 := by
  have h1 : (1 : Matrix (Fin 2) (Fin 2) ℂ)⁻¹ = 1 := Matrix.inv_eq_right_inv (one_mul 1)
  refine ⟨?_, ?_, ?_⟩
  · -- D is the square of the charge-transfer row (1, -1)
    have h : (!![1, -1; -1, 1] : Matrix (Fin 2) (Fin 2) ℂ) =
        (!![1, -1] : Matrix (Fin 1) (Fin 2) ℂ)ᴴ * !![1, -1] := by
      ext i j
      fin_cases i <;> fin_cases j <;> simp [Matrix.mul_apply]
    rw [h]
    exact Matrix.posSemidef_conjTranspose_mul_self _
  · unfold screened
    rw [h1, add_zero, h1]
    simp
  · have h : screened (1 : Matrix (Fin 2) (Fin 2) ℂ) !![1, -1; -1, 1] =
        !![2 / 3, 1 / 3; 1 / 3, 2 / 3] := by
      unfold screened
      rw [h1]
      apply Matrix.inv_eq_right_inv
      ext i j
      fin_cases i <;> fin_cases j <;>
        norm_num [Matrix.mul_apply, Fin.sum_univ_succ, Matrix.one_apply]
    rw [h]
    simp

end

end IntersiteCanIncrease
```

The compiler's answer:

```
Main.lean:27:8: error(lean.synthInstanceFailed): failed to synthesize instance of type class
  HMul (Matrix (Fin 2) (Fin 1) ℂ) (Matrix (Fin 1) (Fin 2) ℤ) (Matrix (Fin 2) (Fin 2) ℂ)

Hint: Type class instance resolution failures can be inspected with the `set_option trace.Meta.synthInstance true` command.
Main.lean:27:63: error: unsolved goals
case «0».«0»
h1 : 1⁻¹ = 1
⊢ 1 = (!![1, -1]ᴴ * !![1, -1]) 0 0

case «0».«1»
h1 : 1⁻¹ = 1
⊢ -1 = (!![1, -1]ᴴ * !![1, -1]) 0 1

case «1».«0»
h1 : 1⁻¹ = 1
⊢ -1 = (!![1, -1]ᴴ * !![1, -1]) 1 0

case «1».«1»
h1 : 1⁻¹ = 1
⊢ 1 = (!![1, -1]ᴴ * !![1, -1]) 1 1
Main.lean:30:8: error(lean.unknownIdentifier): Unknown identifier `h`
Main.lean:29:44: warning: This simp argument is unused:
  Matrix.mul_apply

Hint: Omit it from the simp argument list.
  [apply] simp

Note: This linter can be disabled with `set_option linter.unusedSimpArgs false`
```

Cause. The first error is the root of the others. In the factorisation of `D`, only the first `!![1, -1]` is declared to have complex entries. Multiplication of matrices of different shapes goes through `HMul`, which lets the two factors and the result have different types, so neither the first factor nor the expected result fixed the entries of the second. Lean took them to be integers, and found no instance for multiplying a complex matrix by an integer one to give a complex matrix.

The unsolved goals follow from this. Without that instance the product is not the matrix product that `Matrix.mul_apply` describes, so `simp` could not expand its entries, and the warning reports the lemma as unused. The statement of `h` having failed, `h` was also unknown at `rw [h]`.

The repair declares the second factor to be a `Matrix (Fin 1) (Fin 2) ℂ` too. Lean then finds the ordinary matrix product, `simp` can check its four entries, and `h` is available to the rewrite.

The mended proof, as a diff:

```diff
@@ -25,5 +25,5 @@
   · -- D is the square of the charge-transfer row (1, -1)
     have h : (!![1, -1; -1, 1] : Matrix (Fin 2) (Fin 2) ℂ) =
-        (!![1, -1] : Matrix (Fin 1) (Fin 2) ℂ)ᴴ * !![1, -1] := by
+        (!![1, -1] : Matrix (Fin 1) (Fin 2) ℂ)ᴴ * (!![1, -1] : Matrix (Fin 1) (Fin 2) ℂ) := by
       ext i j
       fin_cases i <;> fin_cases j <;> simp [Matrix.mul_apply]
```
